# A mean value relation for the core energy difference, with the orbital energy corrected linearly in the missing core charge

Let the total energy `E` be a function of a core occupation between 0 and 1, and let the orbital energy `e` be its derivative there, one-sided at the two ends. The lemma says that for every real `k` there is an occupation `c` strictly between 0 and 1 at which E(1) − E(0) + k/2 = e(c) + k(1 − c). Nothing else is assumed about the system: `E` and `e` are real functions tied only by this derivative condition, and `k` may have either sign. The attempt adds k(n − n²/2) to the energy, checks that this adds k(1 − n) to the orbital energy, and applies the earlier lemma `energy_difference`, a form of the mean value theorem, between occupations 0 and 1.

This version doesn't compile in Lean 4 with Mathlib:

```lean
import Mathlib

open Set

namespace CorrectedMeanValue

noncomputable section

/-- The function `e` is the core orbital energy belonging to the total energy `E`: at each
core occupation in `[0, 1]` it is the derivative of `E`, one-sided at the two ends. -/
def IsOrbitalEnergy (E e : ℝ → ℝ) : Prop :=
  ∀ n ∈ Icc (0 : ℝ) 1, HasDerivWithinAt E (e n) (Icc 0 1) n

/-- The energy difference between two core occupations in `[0, 1]` is the change of occupation
times the orbital energy at some occupation strictly between them. -/
theorem energy_difference {E e : ℝ → ℝ} (h : IsOrbitalEnergy E e) {a b : ℝ}
    (ha : 0 ≤ a) (hab : a < b) (hb : b ≤ 1) :
    ∃ c ∈ Ioo a b, E b - E a = e c * (b - a) := by
  have hcont : ContinuousOn E (Icc a b) := fun x hx =>
    (h x ⟨ha.trans hx.1, hx.2.trans hb⟩).continuousWithinAt.mono (Icc_subset_Icc ha hb)
  have hderiv : ∀ x ∈ Ioo a b, HasDerivAt E (e x) x := fun x hx =>
    (h x ⟨ha.trans hx.1.le, hx.2.le.trans hb⟩).hasDerivAt
      (Icc_mem_nhds (lt_of_le_of_lt ha hx.1) (lt_of_lt_of_le hx.2 hb))
  obtain ⟨c, hc, hs⟩ := exists_hasDerivAt_eq_slope E e hab hcont hderiv
  have hne : b - a ≠ 0 := (sub_pos.mpr hab).ne'
  exact ⟨c, hc, by rw [hs, div_mul_cancel₀ _ hne]⟩

/-- Adding a quadratic term of strength `k` to the energy gives a mean value relation in which
the orbital energy is corrected linearly in the missing core charge. -/
theorem corrected_mean_value {E e : ℝ → ℝ} (h : IsOrbitalEnergy E e) (k : ℝ) :
    ∃ c ∈ Ioo (0 : ℝ) 1, E 1 - E 0 + k / 2 = e c + k * (1 - c) := by
  have hG : IsOrbitalEnergy (fun n => E n + k * (n - n * n / 2))
      (fun n => e n + k * (1 - n)) := by
    intro n hn
    have hp : HasDerivAt (fun x : ℝ => k * (x - x * x / 2)) (k * (1 - n)) n :=
      (((hasDerivAt_id' n).fun_sub
        (((hasDerivAt_id' n).fun_mul (hasDerivAt_id' n)).div_const 2)).const_mul
          k).congr_deriv (by ring)
    exact (h n hn).add hp.hasDerivWithinAt
  obtain ⟨c, hc, hE⟩ := energy_difference hG le_rfl one_pos le_rfl
  refine ⟨c, hc, ?_⟩
  dsimp only at hE
  linarith

end

end CorrectedMeanValue
```

Messages:

```
Main.lean:42:2: error: `dsimp` made no progress
```

After these edits no error is left:

```diff
@@ -40,5 +40,5 @@
   obtain ⟨c, hc, hE⟩ := energy_difference hG le_rfl one_pos le_rfl
   refine ⟨c, hc, ?_⟩
-  dsimp only at hE
+
   linarith
 
```

The message says that `dsimp only at hE` found nothing to simplify, which `dsimp` treats as an error. The step was there to apply the functions written with `fun` to their arguments 1, 0 and `c`, but that had already been done. In the statement of `energy_difference`, `E` and `e` are implicit arguments, which Lean works out here from `hG`. When Lean puts the functions it has found in place of these unknowns, it also carries out their application to arguments (beta reduction). So `hE` already speaks of `E 1`, `E 0` and `e c` with the added terms written out, and `dsimp only`, which was given no further lemmas, has nothing left to do.

The repair deletes the line. `linarith` can then use `hE` as it stands: the remaining differences, such as the factor `1 - 0` and the value of the quadratic term at 1, are arithmetic that it normalises itself. The blank line left behind has no effect.
